# Eigenvalues other than 1, polynomials and the inverse of the ultrasoft overlap operator from projector-sized matrices

When an ultrasoft pseudopotential code applies $S^{-1}$ to a vector, for instance to turn $H\psi=\varepsilon S\psi$ into an ordinary eigenvalue problem, it can avoid inverting a matrix of basis size. In a finite orthonormal basis, let the columns of $B$ hold the projectors. Let $q$ be the matrix of augmentation charges, which restore the norm missing from the smooth wavefunctions. With

$$S=1+BqB^\dagger,\qquad b=B^\dagger B,$$

an invertible $S$ satisfies

$$S^{-1}=1-B(1+qb)^{-1}qB^\dagger .$$

Two further statements hold for every $S$ of this form:

- A number $\lambda\ne1$ is an eigenvalue of $S$ exactly when $\lambda-1$ is an eigenvalue of $b^{1/2}qb^{1/2}$.
- If $p$ and $g$ are polynomials with $p(1+x)-p(1)=x\,g(x)$, then $p(S)=p(1)\,1+B\,g(qb)\,qB^\dagger$.

## Applying the inverse and testing positivity

To compute $S^{-1}x$, form $c=B^\dagger x$, solve $(1+qb)y=qc$, and return $x-By$. For a fixed basis and fixed atomic positions, $1+qb$ can be factorised once and reused for every $x$. In a plane-wave calculation with several k-points, each k-point has its own basis and projector coefficients, and so its own factorisation.

For Hermitian $q$, the eigenvalue statement also gives a projector-sized test of positivity: $S$ is positive definite exactly when all eigenvalues of $b^{1/2}qb^{1/2}$ exceed $-1$.

## Moving factors through the projectors

Let $UVv=\mu v$ with $\mu\ne0$ and $v\ne0$. Then $VU(Vv)=\mu Vv$, and $Vv\ne0$, since otherwise $\mu v=U(Vv)=0$. So $UV$ and $VU$ have the same nonzero eigenvalues.

Write $T=BqB^\dagger$. Then $Sv=\lambda v$ means $Tv=(\lambda-1)v$. Exchanging the factors $B$ and $qB^\dagger$ turns $T$ into $qb=(qb^{1/2})b^{1/2}$, and a second exchange gives $b^{1/2}qb^{1/2}$.

For polynomials, induction gives $(UV)^kU=U(VU)^k$:

$$(UV)^{k+1}U=(UV)^kU\,(VU)=U(VU)^{k+1}.$$

By linearity, $g(UV)U=U\,g(VU)$. A suitable $g$ exists for every $p$, because $p(1+x)-p(1)$ vanishes at $x=0$. Hence

$$p(S)=p(1)\,1+g(T)\,T=p(1)\,1+B\,g(qb)\,qB^\dagger .$$

The order $qb$ matters. For $p(x)=x^2$, $g(x)=2+x$ and the last term of $S^2$ is $B\,qbq\,B^\dagger$; writing $g(bq)$ in the same place would give $B\,bq^2B^\dagger$, which is generally wrong.

For the inverse, $\det S=\det(1+qb)$, so $W=(1+qb)^{-1}$ exists and $qbW=1-W$. Therefore

$$S(1-BWqB^\dagger)=1+T-BWqB^\dagger-B(1-W)qB^\dagger=1.$$

## The Lean file

```lean
import Mathlib

open Matrix Polynomial
open scoped ComplexOrder MatrixOrder

namespace UltrasoftOverlap

noncomputable section

variable {n m : Type*} [Fintype n] [DecidableEq n] [Fintype m] [DecidableEq m]

/-- The ultrasoft overlap operator `S = 1 + B q Bᴴ`; the columns of `B` are the projectors
and `q` is the matrix of augmentation charges. -/
def overlap (B : Matrix n m ℂ) (q : Matrix m m ℂ) : Matrix n n ℂ := 1 + B * q * Bᴴ

/-- The matrix `b = Bᴴ B` of inner products between the projectors. -/
def gram (B : Matrix n m ℂ) : Matrix m m ℂ := Bᴴ * B

/-- The number `μ` is an eigenvalue of `A`: some nonzero vector `v` satisfies `A v = μ v`. -/
def IsEigenvalue {k : Type*} [Fintype k] (A : Matrix k k ℂ) (μ : ℂ) : Prop :=
  ∃ v : k → ℂ, v ≠ 0 ∧ A *ᵥ v = μ • v

omit [DecidableEq n] [DecidableEq m] in
/-- Every nonzero eigenvalue of `U V` is an eigenvalue of `V U`. -/
theorem eigenvalue_exchange (U : Matrix n m ℂ) (V : Matrix m n ℂ) {μ : ℂ} (hμ : μ ≠ 0)
    (h : IsEigenvalue (U * V) μ) : IsEigenvalue (V * U) μ := by
  obtain ⟨v, hv, h⟩ := h
  refine ⟨V *ᵥ v, fun h0 => ?_, ?_⟩
  · -- if `V v` vanished, so would `μ v`
    rw [← Matrix.mulVec_mulVec, h0, Matrix.mulVec_zero] at h
    exact smul_ne_zero hμ hv h.symm
  · calc (V * U) *ᵥ (V *ᵥ v) = V *ᵥ ((U * V) *ᵥ v) := by
          simp only [Matrix.mulVec_mulVec, Matrix.mul_assoc]
      _ = μ • (V *ᵥ v) := by rw [h, Matrix.mulVec_smul]

omit [DecidableEq n] in
/-- The positive square root of the projector Gram matrix squares to that matrix. -/
theorem sqrt_gram_mul_self (B : Matrix n m ℂ) :
    CFC.sqrt (gram B) * CFC.sqrt (gram B) = gram B :=
  CFC.sqrt_mul_sqrt_self (gram B)
    (Matrix.nonneg_iff_posSemidef.mpr (Matrix.posSemidef_conjTranspose_mul_self B))

/-- A number `lam ≠ 1` is an eigenvalue of the overlap operator `S` exactly when `lam - 1` is an
eigenvalue of the projector-sized matrix `b^(1/2) q b^(1/2)`. -/
theorem overlap_eigenvalue_iff (B : Matrix n m ℂ) (q : Matrix m m ℂ) {lam : ℂ}
    (hlam : lam ≠ 1) :
    IsEigenvalue (overlap B q) lam ↔
      IsEigenvalue (CFC.sqrt (gram B) * q * CFC.sqrt (gram B)) (lam - 1) := by
  have hμ : lam - 1 ≠ 0 := sub_ne_zero.mpr hlam
  -- remove the identity from `S`
  have shift : IsEigenvalue (overlap B q) lam ↔
      IsEigenvalue (B * (q * Bᴴ)) (lam - 1) := by
    refine exists_congr fun v => and_congr_right fun _ => ?_
    rw [overlap, Matrix.mul_assoc, Matrix.add_mulVec, Matrix.one_mulVec, sub_smul, one_smul,
      eq_sub_iff_add_eq, add_comm]
  -- split `q b` through the square root of `b`
  have split : q * Bᴴ * B = q * CFC.sqrt (gram B) * CFC.sqrt (gram B) := by
    rw [Matrix.mul_assoc q (CFC.sqrt (gram B)), sqrt_gram_mul_self, gram, Matrix.mul_assoc]
  rw [shift, Matrix.mul_assoc (CFC.sqrt (gram B))]
  constructor
  · intro h
    have h1 := eigenvalue_exchange B (q * Bᴴ) hμ h
    rw [split] at h1
    exact eigenvalue_exchange _ _ hμ h1
  · intro h
    have h1 := eigenvalue_exchange _ _ hμ h
    rw [← split] at h1
    exact eigenvalue_exchange _ _ hμ h1

omit [DecidableEq m] in
/-- With fewer projectors than basis functions, `1` is an eigenvalue of the overlap operator. -/
theorem one_eigenvalue_of_few_projectors (B : Matrix n m ℂ) (q : Matrix m m ℂ)
    (hcard : Fintype.card m < Fintype.card n) : IsEigenvalue (overlap B q) 1 := by
  -- some nonzero vector is orthogonal to all projectors
  have hker : LinearMap.ker (Bᴴ).mulVecLin ≠ ⊥ :=
    LinearMap.ker_ne_bot_of_finrank_lt (by simpa using hcard)
  obtain ⟨v, hv, hv0⟩ := Submodule.exists_mem_ne_zero_of_ne_bot hker
  have hBv : Bᴴ *ᵥ v = 0 := by simpa using hv
  refine ⟨v, hv0, ?_⟩
  rw [overlap, Matrix.add_mulVec, Matrix.one_mulVec, ← Matrix.mulVec_mulVec, hBv,
    Matrix.mulVec_zero, add_zero, one_smul]

/-- A polynomial of `U V` can be moved through `U`, where it becomes the same polynomial
of `V U`. -/
theorem polynomial_exchange (U : Matrix n m ℂ) (V : Matrix m n ℂ) (g : ℂ[X]) :
    aeval (U * V) g * U = U * aeval (V * U) g := by
  have hpow : ∀ k : ℕ, (U * V) ^ k * U = U * (V * U) ^ k := by
    intro k
    induction k with
    | zero => simp
    | succ k ih =>
      calc (U * V) ^ (k + 1) * U = ((U * V) ^ k * U) * (V * U) := by
            rw [pow_succ]; simp only [Matrix.mul_assoc]
        _ = U * (V * U) ^ (k + 1) := by rw [ih, pow_succ, Matrix.mul_assoc]
  induction g using Polynomial.induction_on' with
  | add f g hf hg => rw [map_add, map_add, Matrix.add_mul, Matrix.mul_add, hf, hg]
  | monomial k a =>
    simp only [aeval_monomial, Algebra.algebraMap_eq_smul_one, smul_mul_assoc, one_mul,
      Matrix.smul_mul, Matrix.mul_smul, hpow]

/-- Every polynomial `p` has a polynomial `g` with `p(1 + x) - p(1) = x g(x)`. -/
theorem exists_quotient (p : ℂ[X]) :
    ∃ g : ℂ[X], p.comp (1 + X) - C (p.eval 1) = X * g := by
  refine ⟨(p.comp (1 + X)).divX, ?_⟩
  have h := divX_mul_X_add (p.comp (1 + X))
  have h0 : (p.comp (1 + X)).coeff 0 = p.eval 1 := by
    rw [coeff_zero_eq_eval_zero, eval_comp]
    simp
  rw [h0] at h
  linear_combination -h

/-- If `p(1 + x) - p(1) = x g(x)`, then `p(S) = p(1) + B g(q b) q Bᴴ`: a polynomial of the overlap
operator follows from a polynomial of the projector-sized matrix `q b`. -/
theorem polynomial_overlap (B : Matrix n m ℂ) (q : Matrix m m ℂ) (p g : ℂ[X])
    (hg : p.comp (1 + X) - C (p.eval 1) = X * g) :
    aeval (overlap B q) p =
      p.eval 1 • (1 : Matrix n n ℂ) + B * aeval (q * gram B) g * q * Bᴴ := by
  have hp : p.comp (1 + X) = g * X + C (p.eval 1) := by linear_combination hg
  have h1 : aeval (overlap B q) p = aeval (B * (q * Bᴴ)) (p.comp (1 + X)) := by
    rw [aeval_comp]
    simp only [map_add, map_one, aeval_X, overlap, Matrix.mul_assoc]
  -- move `g` through the projectors
  have key : aeval (B * (q * Bᴴ)) g * (B * (q * Bᴴ)) =
      B * aeval (q * gram B) g * q * Bᴴ := by
    calc aeval (B * (q * Bᴴ)) g * (B * (q * Bᴴ))
        = (aeval (B * (q * Bᴴ)) g * B) * (q * Bᴴ) := (Matrix.mul_assoc _ _ _).symm
      _ = (B * aeval (q * Bᴴ * B) g) * (q * Bᴴ) := by rw [polynomial_exchange]
      _ = B * aeval (q * gram B) g * q * Bᴴ := by simp only [gram, Matrix.mul_assoc]
  rw [h1, hp, map_add, map_mul, aeval_X, aeval_C, Algebra.algebraMap_eq_smul_one, key]
  exact add_comm _ _

/-- If the overlap operator is invertible, its inverse is `1 - B (1 + q b)⁻¹ q Bᴴ`, which needs
only the inverse of a projector-sized matrix. -/
theorem overlap_inverse (B : Matrix n m ℂ) (q : Matrix m m ℂ)
    (hS : IsUnit (overlap B q).det) :
    (overlap B q)⁻¹ = 1 - B * (1 + q * gram B)⁻¹ * q * Bᴴ := by
  -- `S` and `1 + q b` have the same determinant
  have hdet : IsUnit (1 + q * gram B).det := by
    rw [overlap, Matrix.mul_assoc, Matrix.det_one_add_mul_comm, Matrix.mul_assoc] at hS
    exact hS
  have hW := Matrix.mul_nonsing_inv (1 + q * gram B) hdet
  generalize (1 + q * gram B)⁻¹ = W at hW ⊢
  have h2 : q * gram B * W = 1 - W := by
    rw [Matrix.add_mul, Matrix.one_mul] at hW
    rw [eq_sub_iff_add_eq, add_comm]
    exact hW
  have e : B * q * Bᴴ * (B * W * q * Bᴴ) = B * (q * gram B * W) * q * Bᴴ := by
    simp only [gram, Matrix.mul_assoc]
  apply Matrix.inv_eq_right_inv
  rw [overlap, Matrix.add_mul, Matrix.one_mul, Matrix.mul_sub, Matrix.mul_one, e, h2]
  simp only [Matrix.mul_sub, Matrix.sub_mul, Matrix.mul_one]
  abel

end

end UltrasoftOverlap
```

```lean
#print axioms UltrasoftOverlap.overlap_eigenvalue_iff
-- 'UltrasoftOverlap.overlap_eigenvalue_iff' depends on axioms: [propext, Classical.choice, Quot.sound]
#print axioms UltrasoftOverlap.exists_quotient
-- 'UltrasoftOverlap.exists_quotient' depends on axioms: [propext, Classical.choice, Quot.sound]
#print axioms UltrasoftOverlap.polynomial_overlap
-- 'UltrasoftOverlap.polynomial_overlap' depends on axioms: [propext, Classical.choice, Quot.sound]
#print axioms UltrasoftOverlap.overlap_inverse
-- 'UltrasoftOverlap.overlap_inverse' depends on axioms: [propext, Classical.choice, Quot.sound]
```

## Reading the statements and their proofs

The index types `n` and `m` label basis functions and projectors; `overlap B q` is $S$ and `gram B` is $b$. `IsEigenvalue` requires a nonzero eigenvector. `CFC.sqrt` is the positive square root, and `sqrt_gram_mul_self` obtains its defining property from the positivity of $B^\dagger B$. `aeval` evaluates a polynomial at a matrix, and `p.comp (1 + X)` is $p(1+x)$.

In `overlap_eigenvalue_iff`, `shift` removes the identity and `split` factors $qb$; `eigenvalue_exchange` is then used twice in each direction. `polynomial_exchange` contains the induction on powers, `exists_quotient` supplies $g$, and `key` in `polynomial_overlap` moves $g$ through $B$. `overlap_inverse` transfers invertibility through the determinant, then checks the product above.

## Multiplicities, the eigenvalue 1 and conditioning

The matrix $q$ may be any complex matrix, and the projectors may be linearly dependent. The equivalence concerns which eigenvalues occur, not their multiplicities.

It excludes $\lambda=1$ for a reason: with fewer projectors than basis functions, some nonzero $v$ has $B^\dagger v=0$, hence $Sv=v$. This is `one_eigenvalue_of_few_projectors`. The small matrix need not have the matching eigenvalue 0; it has none when $b$ and $q$ are invertible.

The inverse formula assumes that $S$ is invertible, which means that $Sv=0$ only for $v=0$. This is not derived from the pseudopotential data. The basis is finite and orthonormal, so a non-orthogonal basis would need its own overlap matrix in place of the identity. Rounding errors and the conditioning of $1+qb$ remain matters for the implementation.
